# Mass polarization in an atom at rest: the kinetic-energy splitting and its bounds

A helium atom at rest has zero total momentum, but its nucleus need not stand still: it carries minus the sum of the electron momenta. In hydrogen, this recoil is absorbed by replacing the electron mass with the reduced mass. With several electrons a further term remains, which couples their momenta in pairs and is called mass polarization. How large can it be compared with the rest of the kinetic energy?

For non-relativistic kinetic energy and positive masses, the file below derives the splitting, bounds the extra term from both sides and finds when each bound is reached.

## Momenta and energies

```lean
import Mathlib

open Finset

namespace HeliumMassPolarization

noncomputable section

variable {E : Type*} [NormedAddCommGroup E] [InnerProductSpace ℝ E] {N : ℕ}
```

The momenta live in `E`, any real inner-product space; ordinary three-dimensional space is the physical case. `N` is the number of electrons.

```lean
/-- The sum `S` of the squared electron momenta. -/
def momentumSq (p : Fin N → E) : ℝ := ∑ i, ‖p i‖ ^ 2
```

A configuration `p : Fin N → E` assigns a momentum $p_i$ to each label $i=0,\dots,N-1$. This definition is $S=\sum_i\|p_i\|^2$.

```lean
/-- The sum of the inner products of the electron momenta over all pairs `i < j`. -/
def pairSum (p : Fin N → E) : ℝ :=
  ∑ i, ∑ j, if i < j then inner ℝ (p i) (p j) else 0
```

This is the pair sum $A=\sum_{i<j}\langle p_i,p_j\rangle$. Lean sums over all $i$ and $j$ and puts zero wherever $i<j$ fails, so each pair counts once.

```lean
/-- Kinetic energy of `N` electrons of mass `m` and a nucleus of mass `M` that carries
minus the total electron momentum, for nonzero `m` and `M`. -/
def kinetic (m M : ℝ) (p : Fin N → E) : ℝ :=
  ∑ i, ‖p i‖ ^ 2 / (2 * m) + ‖∑ i, p i‖ ^ 2 / (2 * M)
```

Write $P=\sum_i p_i$. The kinetic energy is
$$T=\sum_i\frac{\|p_i\|^2}{2m}+\frac{\|P\|^2}{2M},$$
with electron mass $m$ and nuclear mass $M$. The first sum ends before the plus sign. The second term is the energy of a nucleus with momentum $-P$, so the rest frame is built into the definition.

```lean
/-- The reduced mass of an electron and the nucleus, for `m + M` nonzero. -/
def reducedMass (m M : ℝ) : ℝ := m * M / (m + M)
```

The reduced mass is $\mu=mM/(m+M)$.

```lean
/-- The mass-polarization energy: the pair sum of the electron momenta divided by the
nuclear mass `M`, for nonzero `M`. -/
def massPol (M : ℝ) (p : Fin N → E) : ℝ := pairSum p / M
```

The mass-polarization energy is $Y=A/M$.

## Four identities

```lean
/-- For positive masses the reciprocal of the reduced mass is the sum of the reciprocals
of the two masses. -/
theorem one_div_reducedMass {m M : ℝ} (hm : 0 < m) (hM : 0 < M) :
    1 / reducedMass m M = 1 / m + 1 / M := by
  unfold reducedMass
  rw [one_div_div, div_add_div _ _ hm.ne' hM.ne']
  ring
```

The hypotheses `hm` and `hM` say that both masses are positive. By hand,
$$\frac1\mu=\frac{m+M}{mM}=\frac1m+\frac1M.$$
The proof inverts the fraction, puts the right-hand side over a common denominator and lets `ring` compare the two.

```lean
/-- The squared total electron momentum is the sum of the squared momenta plus twice the
pair sum. -/
theorem norm_total_sq (p : Fin N → E) :
    ‖∑ i, p i‖ ^ 2 = momentumSq p + 2 * pairSum p := by
  have h : ‖∑ i, p i‖ ^ 2 = ∑ i, ∑ j, inner ℝ (p i) (p j) := by
    rw [← real_inner_self_eq_norm_sq, sum_inner]
    simp only [inner_sum]
  have hd : momentumSq p = ∑ i, ∑ j, if i = j then inner ℝ (p i) (p j) else 0 := by
    simp only [momentumSq, Finset.sum_ite_eq, Finset.mem_univ, if_true,
      real_inner_self_eq_norm_sq]
  -- the pairs with j < i contribute the same as those with i < j
  have hs : (∑ i, ∑ j, if j < i then inner ℝ (p i) (p j) else 0) = pairSum p := by
    unfold pairSum
    rw [Finset.sum_comm]
    refine Finset.sum_congr rfl fun i _ => Finset.sum_congr rfl fun j _ => ?_
    rw [real_inner_comm]
  have split : ∑ i, ∑ j, inner ℝ (p i) (p j)
      = (∑ i, ∑ j, if i = j then inner ℝ (p i) (p j) else 0) + pairSum p
        + ∑ i, ∑ j, if j < i then inner ℝ (p i) (p j) else 0 := by
    unfold pairSum
    simp only [← Finset.sum_add_distrib]
    refine Finset.sum_congr rfl fun i _ => Finset.sum_congr rfl fun j _ => ?_
    rcases lt_trichotomy i j with hij | hij | hij
    · simp [hij, hij.ne, lt_asymm hij]
    · subst hij
      simp
    · simp [hij, hij.ne', lt_asymm hij]
  linarith
```

Expanding the square gives
$$\|P\|^2=\sum_{i,j}\langle p_i,p_j\rangle=S+\sum_{i<j}\langle p_i,p_j\rangle+\sum_{j<i}\langle p_i,p_j\rangle=S+2A.$$
The last two sums agree because the inner product is symmetric. In the proof, `h` is the expansion, `hd` identifies the diagonal with $S$, and `hs` shows that the pairs with $j<i$ also give $A$. The step `split` separates the double sum by checking the cases $i<j$, $i=j$ and $j<i$; `linarith` combines the four equations.

```lean
/-- The mass-polarization energy is the squared total electron momentum minus the sum of
the squared momenta, divided by `2M`. -/
theorem massPol_eq (M : ℝ) (p : Fin N → E) :
    massPol M p = (‖∑ i, p i‖ ^ 2 - momentumSq p) / (2 * M) := by
  rw [norm_total_sq, massPol]
  ring
```

Solving for $A$ and dividing by $M$ gives
$$Y=\frac{\|P\|^2-S}{2M}.$$
The pair sum has disappeared, and every later estimate of $Y$ is an estimate of $\|P\|^2$.

```lean
/-- The squared momentum differences, summed over all ordered pairs of electrons, equal
twice the difference between `N S` and the squared total momentum. -/
theorem sum_norm_sub_sq (p : Fin N → E) :
    ∑ i, ∑ j, ‖p i - p j‖ ^ 2 = 2 * (N * momentumSq p - ‖∑ i, p i‖ ^ 2) := by
  have h : ‖∑ i, p i‖ ^ 2 = ∑ i, ∑ j, inner ℝ (p i) (p j) := by
    rw [← real_inner_self_eq_norm_sq, sum_inner]
    simp only [inner_sum]
  rw [h]
  simp only [momentumSq, norm_sub_sq_real, Finset.sum_add_distrib,
    Finset.sum_sub_distrib, ← Finset.mul_sum, Finset.sum_const, Finset.card_univ,
    Fintype.card_fin, nsmul_eq_mul]
  ring
```

Expand each squared difference and sum over all ordered pairs:
$$\sum_{i,j}\|p_i-p_j\|^2=\sum_{i,j}\left(\|p_i\|^2-2\langle p_i,p_j\rangle+\|p_j\|^2\right)=NS-2\|P\|^2+NS.$$
The right-hand side is $2(NS-\|P\|^2)$. The `simp only` call performs the expansion and evaluates the sums over an index that does not appear in the summand, which produce the factors $N$.

## The splitting and its bounds

```lean
/-- For positive masses the kinetic energy with nuclear recoil is the reduced-mass kinetic
energy of the electrons plus the mass-polarization energy, which lies between `-S/(2M)`
and `(N-1)S/(2M)`. -/
theorem kinetic_split_and_bounds {m M : ℝ} (hm : 0 < m) (hM : 0 < M) (p : Fin N → E) :
    kinetic m M p = ∑ i, ‖p i‖ ^ 2 / (2 * reducedMass m M) + massPol M p ∧
    -momentumSq p / (2 * M) ≤ massPol M p ∧
    massPol M p ≤ ((N : ℝ) - 1) * momentumSq p / (2 * M) := by
  refine ⟨?_, ?_, ?_⟩
  · rw [massPol_eq]
    simp only [kinetic, momentumSq, ← Finset.sum_div]
    -- the reduced mass enters only through its reciprocal
    have h : (∑ i, ‖p i‖ ^ 2) / (2 * reducedMass m M)
        = (∑ i, ‖p i‖ ^ 2) / 2 * (1 / reducedMass m M) := by ring
    rw [h, one_div_reducedMass hm hM]
    ring
  · rw [massPol_eq]
    have h := sq_nonneg ‖∑ i, p i‖
    exact div_le_div_of_nonneg_right (by linarith) (by positivity)
  · rw [massPol_eq]
    have h : 0 ≤ ∑ i, ∑ j, ‖p i - p j‖ ^ 2 := by positivity
    rw [sum_norm_sub_sq] at h
    exact div_le_div_of_nonneg_right (by linarith) (by positivity)
```

The symbol `∧` means "and", so the theorem makes three statements:
$$T=\sum_i\frac{\|p_i\|^2}{2\mu}+Y,\qquad -\frac{S}{2M}\le Y,\qquad Y\le\frac{(N-1)S}{2M}.$$

For the first, insert the reciprocal law and the formula for $Y$ on the right:
$$\frac S2\left(\frac1m+\frac1M\right)+\frac{\|P\|^2-S}{2M}=\frac{S}{2m}+\frac{\|P\|^2}{2M}=T.$$
The lower bound follows from $\|P\|^2\ge0$, which gives $\|P\|^2-S\ge-S$. For the upper bound, the sum of squared differences is non-negative, so $\|P\|^2\le NS$ and $\|P\|^2-S\le(N-1)S$. Division by the positive number $2M$ preserves both inequalities. The three bullets of the proof follow these arguments in order.

The smallest atom is a check. For $N=1$ there are no pairs, so $Y=0$ and the reduced mass accounts for the whole recoil, as in hydrogen. The upper bound is then also zero.

```lean
/-- For a positive nuclear mass the lower bound is attained exactly when the electron
momenta sum to zero. -/
theorem massPol_eq_lower_iff {M : ℝ} (hM : 0 < M) (p : Fin N → E) :
    massPol M p = -momentumSq p / (2 * M) ↔ ∑ i, p i = 0 := by
  rw [massPol_eq, div_left_inj' (by positivity)]
  constructor
  · intro h
    have h0 : ‖∑ i, p i‖ ^ 2 = 0 := by linarith
    exact norm_eq_zero.1 ((pow_eq_zero_iff two_ne_zero).1 h0)
  · intro h
    rw [h]
    simp
```

The sign `↔` means "if and only if". Since both sides have the denominator $2M$, equality means $\|P\|^2-S=-S$, hence $\|P\|^2=0$ and $P=0$. The nucleus is then at rest, and $Y=-S/(2M)$ cancels exactly the recoil energy $S/(2M)$ that the reduced-mass term had included.

```lean
/-- For a positive nuclear mass the upper bound is attained exactly when all electron
momenta are equal. -/
theorem massPol_eq_upper_iff {M : ℝ} (hM : 0 < M) (p : Fin N → E) :
    massPol M p = ((N : ℝ) - 1) * momentumSq p / (2 * M) ↔ ∀ i j, p i = p j := by
  rw [massPol_eq, div_left_inj' (by positivity)]
  constructor
  · intro h i j
    have h0 : ∑ i, ∑ j, ‖p i - p j‖ ^ 2 = 0 := by
      rw [sum_norm_sub_sq]
      linarith
    -- a vanishing sum of squares has vanishing terms
    have hn : ∀ k ∈ (Finset.univ : Finset (Fin N)), 0 ≤ ∑ l, ‖p k - p l‖ ^ 2 :=
      fun k _ => by positivity
    have h1 := (Finset.sum_eq_zero_iff_of_nonneg hn).1 h0 i (Finset.mem_univ i)
    have hn' : ∀ l ∈ (Finset.univ : Finset (Fin N)), 0 ≤ ‖p i - p l‖ ^ 2 :=
      fun l _ => by positivity
    have h2 := (Finset.sum_eq_zero_iff_of_nonneg hn').1 h1 j (Finset.mem_univ j)
    exact sub_eq_zero.1 (norm_eq_zero.1 ((pow_eq_zero_iff two_ne_zero).1 h2))
  · intro h
    have h0 : ∑ i, ∑ j, ‖p i - p j‖ ^ 2 = 0 :=
      Finset.sum_eq_zero fun i _ => Finset.sum_eq_zero fun j _ => by
        rw [h i j]
        simp
    rw [sum_norm_sub_sq] at h0
    linarith
```

Equality at the top means $\|P\|^2=NS$, so the sum of squared differences vanishes. A sum of non-negative terms is zero only if every term is zero, which gives $p_i=p_j$ for all $i$ and $j$. The proof uses this fact twice, once for each summation index. Conversely, equal momenta make all differences zero, and the same identity returns $\|P\|^2=NS$.

## Two electrons

```lean
/-- For two electrons and positive masses the mass-polarization energy is the inner product
of the two momenta over `M`, and its magnitude is at most `m/(m+M)` times the reduced-mass
kinetic energy. -/
theorem helium_massPol {m M : ℝ} (hm : 0 < m) (hM : 0 < M) (p : Fin 2 → E) :
    massPol M p = inner ℝ (p 0) (p 1) / M ∧
    |massPol M p| ≤ m / (m + M) * ∑ i, ‖p i‖ ^ 2 / (2 * reducedMass m M) := by
  refine ⟨by simp [massPol, pairSum, Fin.sum_univ_two], ?_⟩
  obtain ⟨-, hl, hu⟩ := kinetic_split_and_bounds hm hM p
  have e : ((2 : ℕ) : ℝ) - 1 = 1 := by norm_num
  rw [e, one_mul] at hu
  rw [neg_div] at hl
  have hc : m / (m + M) * ∑ i, ‖p i‖ ^ 2 / (2 * reducedMass m M)
      = momentumSq p / (2 * M) := by
    rw [← Finset.sum_div]
    unfold reducedMass momentumSq
    have hs : m + M ≠ 0 := by positivity
    field_simp
  rw [hc]
  exact abs_le.2 ⟨hl, hu⟩

end

end HeliumMassPolarization
```

For helium the only pair is $(0,1)$, so $Y=\langle p_0,p_1\rangle/M$. With $N-1=1$, the general bounds become $|Y|\le S/(2M)$. The reduced-mass energy turns this into a relative bound, because
$$\frac{m}{m+M}\cdot\frac{S}{2\mu}=\frac{m}{m+M}\cdot\frac{S(m+M)}{2mM}=\frac{S}{2M}.$$
The step `hc` is this computation, and `abs_le` joins the two one-sided bounds.

For two electrons the magnitude of the mass-polarization energy is therefore at most a fraction $m/(m+M)$ of the reduced-mass kinetic energy. This fraction is small because an electron is much lighter than the nucleus.

The theorems concern fixed momentum vectors, not operators or wave functions. Averaging the helium bound over the momentum distribution of a non-relativistic two-electron state with finite kinetic energy would bound the first-order mass-polarization shift by the same fraction of the mean reduced-mass kinetic energy, a further step that the file does not take.

```lean
#print axioms HeliumMassPolarization.kinetic_split_and_bounds
#print axioms HeliumMassPolarization.massPol_eq_lower_iff
#print axioms HeliumMassPolarization.massPol_eq_upper_iff
#print axioms HeliumMassPolarization.helium_massPol
```

```
'HeliumMassPolarization.kinetic_split_and_bounds' depends on axioms: [propext, Classical.choice, Quot.sound]
'HeliumMassPolarization.massPol_eq_lower_iff' depends on axioms: [propext, Classical.choice, Quot.sound]
'HeliumMassPolarization.massPol_eq_upper_iff' depends on axioms: [propext, Classical.choice, Quot.sound]
'HeliumMassPolarization.helium_massPol' depends on axioms: [propext, Classical.choice, Quot.sound]
```
